# Bounds η on the perturbation form and s on the overlap form limit the shift of the minimal generalised Rayleigh quotient to η/s

The lowest energy in a trial space is defined here as the infimum of a quotient over its nonzero vectors, not as an eigenvalue. In a finite real basis, let $H$ be the Hamiltonian matrix, $S$ the overlap matrix and $x$ a coefficient vector. The quotient is

$$R_H(x)=\frac{x\cdot Hx}{x\cdot Sx},\qquad x\neq 0 .$$

Suppose that $x\cdot Sx\ge s\,x\cdot x$ with $s>0$ and $|x\cdot\delta H\,x|\le\eta\,x\cdot x$ on a nonzero trial space. Adding the perturbation $\delta H$ to $H$ then shifts the infimum by at most $\eta/s$. This bound needs no symmetry of the matrices. Symmetry enters only when the minimum is identified as a generalised eigenvalue.

## The quotient and its infimum

```lean
import Mathlib

open Matrix

namespace GeneralisedRayleighMinimum

noncomputable section

variable {n : Type*} [Fintype n]
```

The type `n` labels the basis functions, and `Fintype n` says that there are finitely many. A coefficient vector is a function `n → ℝ`, with one real number per basis function.

```lean
/-- The generalised Rayleigh quotient `(x·Hx)/(x·Sx)` of a Hamiltonian `H` with overlap
matrix `S`, meant for vectors with `x·Sx ≠ 0`. -/
def rayleigh (H S : Matrix n n ℝ) (x : n → ℝ) : ℝ :=
  (x ⬝ᵥ (H *ᵥ x)) / (x ⬝ᵥ (S *ᵥ x))
```

This is $R_H(x)$. The symbol `⬝ᵥ` is the dot product and `*ᵥ` applies a matrix to a vector.

```lean
/-- The values taken by the Rayleigh quotient on the nonzero vectors of a trial space `V`. -/
def energies (H S : Matrix n n ℝ) (V : Submodule ℝ (n → ℝ)) : Set ℝ :=
  {E | ∃ x ∈ V, x ≠ 0 ∧ rayleigh H S x = E}
```

A `Submodule ℝ (n → ℝ)` is a linear subspace $V$, the trial space. The set `energies H S V` collects the values of $R_H$ on its nonzero vectors.

```lean
/-- The variational energy of a trial space: the infimum (`sInf`) of the Rayleigh quotient over its
nonzero vectors. -/
def minEnergy (H S : Matrix n n ℝ) (V : Submodule ℝ (n → ℝ)) : ℝ :=
  sInf (energies H S V)
```

Write $E_V(H)$ for `minEnergy H S V`. Lean assigns a real number to the infimum `sInf` of any set of reals, so the definition alone does not guarantee a minimum.

## A minimum that is attained

```lean
/-- A nonzero vector has positive squared length. -/
lemma self_pos {x : n → ℝ} (hx : x ≠ 0) : 0 < x ⬝ᵥ x :=
  lt_of_le_of_ne (Finset.sum_nonneg fun i _ => mul_self_nonneg (x i))
    (fun h => hx (dotProduct_self_eq_zero.mp h.symm))
```

For $x\neq0$, $x\cdot x=\sum_i x_i^2>0$.

```lean
/-- Rescaling a trial vector by a nonzero factor leaves its Rayleigh quotient unchanged. -/
theorem rayleigh_smul (H S : Matrix n n ℝ) {c : ℝ} (hc : c ≠ 0) (x : n → ℝ) :
    rayleigh H S (c • x) = rayleigh H S x := by
  unfold rayleigh
  simp only [Matrix.mulVec_smul, smul_dotProduct, dotProduct_smul, smul_eq_mul]
  rw [mul_div_mul_left _ _ hc, mul_div_mul_left _ _ hc]
```

Replacing $x$ by $cx$ with $c\neq0$ multiplies numerator and denominator by $c^2$, so $R_H(cx)=R_H(x)$.

```lean
variable {H dH S : Matrix n n ℝ} {V W : Submodule ℝ (n → ℝ)} {s η : ℝ}

/-- If the overlap form is at least `s > 0` times the squared length on a nonzero trial space,
the variational energy is attained by a nonzero trial vector. -/
theorem minEnergy_isLeast (H : Matrix n n ℝ) (hV : V ≠ ⊥) (hs : 0 < s)
    (hS : ∀ x ∈ V, s * (x ⬝ᵥ x) ≤ x ⬝ᵥ (S *ᵥ x)) :
    IsLeast (energies H S V) (minEnergy H S V) := by
  obtain ⟨v, hvV, hv⟩ := (Submodule.ne_bot_iff V).mp hV
  -- every nonzero trial vector can be scaled to norm 1, and those of norm 1 form a compact set
  have hunit : ∀ x ∈ V, x ≠ 0 →
      ‖x‖⁻¹ • x ∈ Metric.sphere (0 : n → ℝ) 1 ∩ (V : Set (n → ℝ)) := by
    intro x hx h0
    refine ⟨?_, V.smul_mem _ hx⟩
    rw [mem_sphere_zero_iff_norm, norm_smul, norm_inv, norm_norm]
    exact inv_mul_cancel₀ (norm_ne_zero_iff.mpr h0)
  have hK : IsCompact (Metric.sphere (0 : n → ℝ) 1 ∩ (V : Set (n → ℝ))) :=
    (isCompact_sphere 0 1).inter_right V.closed_of_finiteDimensional
  have hne : ∀ x ∈ Metric.sphere (0 : n → ℝ) 1 ∩ (V : Set (n → ℝ)), x ≠ 0 := by
    rintro x ⟨hx, _⟩ rfl
    simp at hx
  have hq : ∀ A : Matrix n n ℝ, Continuous fun x : n → ℝ => x ⬝ᵥ (A *ᵥ x) := by
    intro A
    simp only [dotProduct, Matrix.mulVec]
    fun_prop
  have hcont : ContinuousOn (rayleigh H S)
      (Metric.sphere (0 : n → ℝ) 1 ∩ (V : Set (n → ℝ))) :=
    (hq H).continuousOn.div (hq S).continuousOn fun x hx =>
      ((mul_pos hs (self_pos (hne x hx))).trans_le (hS x hx.2)).ne'
  obtain ⟨m, hm, hmin⟩ := hK.exists_isMinOn ⟨_, hunit v hvV hv⟩ hcont
  have hleast : IsLeast (energies H S V) (rayleigh H S m) := by
    refine ⟨⟨m, hm.2, hne m hm, rfl⟩, ?_⟩
    rintro _ ⟨x, hx, h0, rfl⟩
    have h := isMinOn_iff.mp hmin _ (hunit x hx h0)
    rwa [rayleigh_smul H S (inv_ne_zero (norm_ne_zero_iff.mpr h0)) x] at h
  unfold minEnergy
  rw [hleast.csInf_eq]
  exact hleast
```

The hypotheses are $V\neq\{0\}$, written `V ≠ ⊥`, and

$$x\cdot Sx\ \ge\ s\,x\cdot x\quad\text{for all }x\in V,\qquad s>0 .$$

For normalised basis functions, the largest possible $s$ measures how far the combinations in $V$ stay from linear dependence. If it is small, some combination with $x\cdot x=1$ is nearly the zero function.

The conclusion `IsLeast` says that $E_V(H)$ is a value of the quotient and that no value lies below it. By hand:

1. Scaling reduces the problem to vectors of norm 1 in $V$, which form a compact set.
2. On that set the denominator is positive, so $R_H$ is continuous.
3. A continuous function on a nonempty compact set attains its minimum.

In the proof, `hunit` and `hK` give step 1, `hcont` gives step 2 and `hK.exists_isMinOn` gives step 3. The norm `‖x‖` is the largest $|x_i|$, not the Euclidean length, but any norm serves here.

```lean
/-- Restricting the trial space `V` to a nonzero subspace `W` never lowers the variational
energy, when the overlap form is at least `s > 0` times the squared length on `V`. -/
theorem minEnergy_restrict (H : Matrix n n ℝ) (hWV : W ≤ V) (hW : W ≠ ⊥) (hs : 0 < s)
    (hS : ∀ x ∈ V, s * (x ⬝ᵥ x) ≤ x ⬝ᵥ (S *ᵥ x)) :
    minEnergy H S V ≤ minEnergy H S W := by
  have hV : V ≠ ⊥ := fun h => hW (le_bot_iff.mp (h ▸ hWV))
  obtain ⟨x, hx, h0, hE⟩ := (minEnergy_isLeast H hW hs fun x hx => hS x (hWV hx)).1
  exact (minEnergy_isLeast H hV hs hS).2 ⟨x, hWV hx, h0, hE⟩
```

Let $W\subseteq V$ be a nonzero subspace. The minimiser in $W$ also lies in $V$, where it is one of the competing vectors, so $E_V(H)\le E_W(H)$. In the proof, `.1` extracts the minimiser in $W$ and `.2` applies the lower bound in $V$.

## The shift bound

```lean
/-- A perturbation with `x·dH x ≤ η x·x`, `η ≥ 0`, raises the variational energy of a nonzero
trial space by at most `η/s`, when `x·Sx ≥ s x·x` there with `s > 0`. -/
theorem minEnergy_add_le (H : Matrix n n ℝ) (hV : V ≠ ⊥) (hs : 0 < s) (hη : 0 ≤ η)
    (hS : ∀ x ∈ V, s * (x ⬝ᵥ x) ≤ x ⬝ᵥ (S *ᵥ x))
    (hd : ∀ x ∈ V, x ⬝ᵥ (dH *ᵥ x) ≤ η * (x ⬝ᵥ x)) :
    minEnergy (H + dH) S V ≤ minEnergy H S V + η / s := by
  -- the minimiser of the unperturbed problem is the trial vector
  obtain ⟨x, hx, h0, hE⟩ := (minEnergy_isLeast H hV hs hS).1
  have hle := (minEnergy_isLeast (H + dH) hV hs hS).2 ⟨x, hx, h0, rfl⟩
  have hpos := (mul_pos hs (self_pos h0)).trans_le (hS x hx)
  have hshift : (x ⬝ᵥ (dH *ᵥ x)) / (x ⬝ᵥ (S *ᵥ x)) ≤ η / s := by
    rw [div_le_div_iff₀ hpos hs]
    nlinarith [mul_le_mul_of_nonneg_right (hd x hx) hs.le,
      mul_le_mul_of_nonneg_left (hS x hx) hη]
  have hsplit : rayleigh (H + dH) S x
      = rayleigh H S x + (x ⬝ᵥ (dH *ᵥ x)) / (x ⬝ᵥ (S *ᵥ x)) := by
    unfold rayleigh
    rw [Matrix.add_mulVec, dotProduct_add, add_div]
  linarith
```

Let `dH` be the perturbation $\delta H$, with $x\cdot\delta H\,x\le\eta\,x\cdot x$ on $V$ and $\eta\ge0$. The constant $\eta$ is an energy that bounds the perturbation form from above. If $\delta H$ is an error of at most $h$ in each matrix element and there are $N$ basis functions, $\eta=Nh$ suffices. Take the minimiser $x$ of $R_H$ as trial vector for $H+\delta H$:

$$E_V(H+\delta H)\le R_{H+\delta H}(x)=E_V(H)+\frac{x\cdot\delta H\,x}{x\cdot Sx}\le E_V(H)+\frac{\eta}{s}.$$

The last step is `hshift`. After cross-multiplication it reads $s\,(x\cdot\delta H\,x)\le s\eta\,x\cdot x\le\eta\,x\cdot Sx$, and `nlinarith` combines these two inequalities. The splitting of the quotient is `hsplit`.

```lean
/-- If `x·Sx ≥ s x·x` with `s > 0` and `|x·dH x| ≤ η x·x` on a nonzero trial space, the
minimal generalised Rayleigh quotients of `H + dH` and `H` differ by at most `η/s`. -/
theorem abs_minEnergy_sub_le (H : Matrix n n ℝ) (hV : V ≠ ⊥) (hs : 0 < s)
    (hS : ∀ x ∈ V, s * (x ⬝ᵥ x) ≤ x ⬝ᵥ (S *ᵥ x))
    (hd : ∀ x ∈ V, |x ⬝ᵥ (dH *ᵥ x)| ≤ η * (x ⬝ᵥ x)) :
    |minEnergy (H + dH) S V - minEnergy H S V| ≤ η / s := by
  obtain ⟨v, hvV, hv⟩ := (Submodule.ne_bot_iff V).mp hV
  have hη : 0 ≤ η := by
    have h := (abs_nonneg _).trans (hd v hvV)
    exact le_of_mul_le_mul_right (by rw [zero_mul]; exact h) (self_pos hv)
  have h1 := minEnergy_add_le H hV hs hη hS fun x hx => (le_abs_self _).trans (hd x hx)
  -- the reverse bound: `H` is `H + dH` perturbed by `-dH`
  have h2 := minEnergy_add_le (dH := -dH) (H + dH) hV hs hη hS fun x hx => by
    rw [Matrix.neg_mulVec, dotProduct_neg]
    exact (neg_le_abs _).trans (hd x hx)
  rw [add_neg_cancel_right] at h2
  exact abs_sub_le_iff.mpr ⟨by linarith, by linarith⟩
```

Now assume $|x\cdot\delta H\,x|\le\eta\,x\cdot x$ on $V$. Any nonzero vector of $V$ shows that $\eta\ge0$. The previous theorem bounds the rise (`h1`). Applied to $H+\delta H$ with perturbation $-\delta H$, it bounds the fall (`h2`). Together,

$$|E_V(H+\delta H)-E_V(H)|\le\frac{\eta}{s}.$$

For a linear variational calculation in a finite real non-orthogonal basis with unchanged overlap matrix, this limits how strongly near linear dependence can amplify Hamiltonian errors in the lowest energy. Errors in $S$, excited states and complex matrices are not treated.

As a numerical instance on the full space, take

$$S=\begin{pmatrix}1&\tfrac12\\ \tfrac12&1\end{pmatrix},\quad H=\begin{pmatrix}0&-3\\-3&0\end{pmatrix},\quad \delta H=\begin{pmatrix}0&0.3\\0.3&0\end{pmatrix}.$$

Here $s=\tfrac12$ and $\eta=0.3$. For $x=a(1,1)+b(1,-1)$,

$$R_H(x)=\frac{-6a^2+6b^2}{3a^2+b^2},$$

a weighted mean of $-2$ and $6$, so the minimum is $-2$. With $\delta H$ the two values become $-1.8$ and $5.4$. The minimum moves by $0.2$, within the bound $0.3/0.5=0.6$.

A neighbouring estimate measures the perturbation against the overlap. If $|x\cdot\delta H\,x|\le\varepsilon\,x\cdot Sx$ on $V$, taking the minimiser of each of $R_H$ and $R_{H+\delta H}$ as a trial vector for the other gives a shift of at most $\varepsilon$, with no factor $1/s$. This variant is argued only in prose, not in the Lean code.

## The minimum as a generalised eigenvalue

```lean
/-- For a nonempty basis and symmetric `H` and `S` with `x·Sx ≥ s x·x`, `s > 0`, the minimum `E`
over the full space solves the generalised eigenvalue equation `Hx = E Sx` with some nonzero `x`. -/
theorem minEnergy_eigenvalue [Nonempty n] (hH : H.IsSymm) (hSs : S.IsSymm) (hs : 0 < s)
    (hS : ∀ x, s * (x ⬝ᵥ x) ≤ x ⬝ᵥ (S *ᵥ x)) :
    ∃ x : n → ℝ, x ≠ 0 ∧ H *ᵥ x = minEnergy H S ⊤ • (S *ᵥ x) := by
  obtain ⟨⟨x, _, hx, hE⟩, hlow⟩ :=
    minEnergy_isLeast (V := ⊤) H top_ne_bot hs fun x _ => hS x
  generalize minEnergy H S ⊤ = E at hE hlow ⊢
  have hpos : ∀ y : n → ℝ, y ≠ 0 → 0 < y ⬝ᵥ (S *ᵥ y) := fun y hy =>
    (mul_pos hs (self_pos hy)).trans_le (hS y)
  have hQ : ∀ y : n → ℝ, E * (y ⬝ᵥ (S *ᵥ y)) ≤ y ⬝ᵥ (H *ᵥ y) := by
    intro y
    by_cases hy : y = 0
    · simp [hy]
    · exact (le_div_iff₀ (hpos y hy)).mp (hlow ⟨y, Submodule.mem_top, hy, rfl⟩)
  have hQx : x ⬝ᵥ (H *ᵥ x) = E * (x ⬝ᵥ (S *ᵥ x)) := (div_eq_iff (hpos x hx).ne').mp hE
  have hsym : ∀ A : Matrix n n ℝ, A.IsSymm → ∀ y z : n → ℝ,
      y ⬝ᵥ (A *ᵥ z) = z ⬝ᵥ (A *ᵥ y) := by
    intro A hA y z
    rw [Matrix.dotProduct_mulVec, ← Matrix.mulVec_transpose, hA.eq, dotProduct_comm]
  -- vary the minimiser along its residual `r`
  obtain ⟨r, hr⟩ : ∃ r, r = H *ᵥ x - E • (S *ᵥ x) := ⟨_, rfl⟩
  have hrr : r ⬝ᵥ r = r ⬝ᵥ (H *ᵥ x) - E * (r ⬝ᵥ (S *ᵥ x)) :=
    calc r ⬝ᵥ r = r ⬝ᵥ (H *ᵥ x - E • (S *ᵥ x)) := congrArg (fun z => r ⬝ᵥ z) hr
      _ = _ := by rw [dotProduct_sub, dotProduct_smul, smul_eq_mul]
  have hdisc := discrim_le_zero (a := r ⬝ᵥ (H *ᵥ r) - E * (r ⬝ᵥ (S *ᵥ r)))
    (b := 2 * (r ⬝ᵥ r)) (c := 0) (fun t => by
      have h := hQ (x + t • r)
      simp only [Matrix.mulVec_add, Matrix.mulVec_smul, add_dotProduct, dotProduct_add,
        smul_dotProduct, dotProduct_smul, smul_eq_mul, hsym H hH x r, hsym S hSs x r] at h
      rw [hrr]
      nlinarith [h, hQx])
  unfold discrim at hdisc
  have hr0 : r = 0 := by
    by_contra h
    nlinarith [self_pos h, mul_pos (self_pos h) (self_pos h)]
  exact ⟨x, hx, sub_eq_zero.mp (hr.symm.trans hr0)⟩
```

Here $H$ and $S$ are symmetric, the basis is nonempty and the trial space is the full space, written `⊤`. The overlap bound $x\cdot Sx\ge s\,x\cdot x$ with $s>0$ is assumed for all $x$. Let $E$ be the minimum and $x$ a minimiser. Then

$$Q(y)=y\cdot Hy-E\,y\cdot Sy\ge0\quad\text{for all }y,\qquad Q(x)=0,$$

which are `hQ` and `hQx`. Vary $x$ along its residual $r=Hx-E\,Sx$. By symmetry (`hsym`),

$$0\le Q(x+tr)=2t\,(r\cdot r)+t^2Q(r)\quad\text{for all real }t .$$

A quadratic in $t$ that is never negative has discriminant at most zero, so $4(r\cdot r)^2\le0$. Hence $r=0$ and $Hx=E\,Sx$. Any solution of $Hy=\lambda\,Sy$ with $y\neq0$ has $R_H(y)=\lambda$, so $\lambda\ge E$ and $E$ is the lowest generalised eigenvalue. The lemma `discrim_le_zero` supplies the discriminant step.

## Two basis functions that reach the bound

```lean
/-- The overlap matrix of two normalised basis functions with mutual overlap `1 - s`. -/
def pairOverlap (s : ℝ) : Matrix (Fin 2) (Fin 2) ℝ := !![1, 1 - s; 1 - s, 1]
```

Two normalised functions have mutual overlap $1-s$, with $0<s\le1$ in the theorem below. The type `Fin 2` numbers them 0 and 1.

```lean
/-- For `0 < s ≤ 1` and `η ≥ 0`, the two-function overlap matrix with `H = 0` and `dH = -η I`
meets both form bounds, and the minimum shifts by exactly `η/s`. -/
theorem bound_sharp (hs : 0 < s) (hs1 : s ≤ 1) (hη : 0 ≤ η) :
    (∀ x, s * (x ⬝ᵥ x) ≤ x ⬝ᵥ (pairOverlap s *ᵥ x)) ∧
    (∀ x : Fin 2 → ℝ,
      |x ⬝ᵥ (((-η) • (1 : Matrix (Fin 2) (Fin 2) ℝ)) *ᵥ x)| ≤ η * (x ⬝ᵥ x)) ∧
    |minEnergy (0 + (-η) • (1 : Matrix (Fin 2) (Fin 2) ℝ)) (pairOverlap s) ⊤
      - minEnergy 0 (pairOverlap s) ⊤| = η / s := by
  have hform : ∀ x : Fin 2 → ℝ, x ⬝ᵥ (pairOverlap s *ᵥ x)
      = s * (x ⬝ᵥ x) + (1 - s) * (x 0 + x 1) ^ 2 := by
    intro x
    simp [pairOverlap, Matrix.mulVec, dotProduct, Fin.sum_univ_two]
    ring
  have hS : ∀ x, s * (x ⬝ᵥ x) ≤ x ⬝ᵥ (pairOverlap s *ᵥ x) := by
    intro x
    rw [hform]
    linarith [mul_nonneg (sub_nonneg.mpr hs1) (sq_nonneg (x 0 + x 1))]
  have hval : ∀ x : Fin 2 → ℝ,
      x ⬝ᵥ (((-η) • (1 : Matrix (Fin 2) (Fin 2) ℝ)) *ᵥ x) = -η * (x ⬝ᵥ x) := by
    intro x
    rw [Matrix.smul_mulVec, Matrix.one_mulVec, dotProduct_smul, smul_eq_mul]
  have hd : ∀ x : Fin 2 → ℝ,
      |x ⬝ᵥ (((-η) • (1 : Matrix (Fin 2) (Fin 2) ℝ)) *ᵥ x)| ≤ η * (x ⬝ᵥ x) := by
    intro x
    have hxx : 0 ≤ x ⬝ᵥ x := Finset.sum_nonneg fun i _ => mul_self_nonneg (x i)
    rw [hval, abs_mul, abs_neg, abs_of_nonneg hη, abs_of_nonneg hxx]
  refine ⟨hS, hd, le_antisymm
    (abs_minEnergy_sub_le 0 top_ne_bot hs (fun x _ => hS x) fun x _ => hd x) ?_⟩
  have hzero : minEnergy 0 (pairOverlap s) ⊤ = 0 := by
    obtain ⟨x, _, _, hx⟩ :=
      (minEnergy_isLeast (V := ⊤) 0 top_ne_bot hs fun x _ => hS x).1
    rw [← hx]
    simp [rayleigh]
  -- the antisymmetric combination `(1, -1)` has the smallest ratio of `x·Sx` to `x·x`
  have hv : (![1, -1] : Fin 2 → ℝ) ⬝ᵥ ![1, -1] = 2 := by
    norm_num [dotProduct, Fin.sum_univ_two]
  have hden : (![1, -1] : Fin 2 → ℝ) ⬝ᵥ (pairOverlap s *ᵥ ![1, -1]) = s * 2 := by
    rw [hform, hv]
    simp
  have hray : rayleigh (0 + (-η) • (1 : Matrix (Fin 2) (Fin 2) ℝ)) (pairOverlap s) ![1, -1]
      = -(η / s) := by
    unfold rayleigh
    rw [zero_add, hval, hv, hden, mul_div_mul_right _ _ two_ne_zero, neg_div]
  have hne : (![1, -1] : Fin 2 → ℝ) ≠ 0 := fun h => by
    have h0 := congrFun h 0
    simp at h0
  have hle := (minEnergy_isLeast (V := ⊤) (0 + (-η) • (1 : Matrix (Fin 2) (Fin 2) ℝ))
    top_ne_bot hs fun x _ => hS x).2 ⟨![1, -1], Submodule.mem_top, hne, hray⟩
  rw [hzero, sub_zero]
  exact (le_neg_of_le_neg hle).trans (neg_le_abs _)

end

end GeneralisedRayleighMinimum
```

Take $0<s\le1$, $\eta\ge0$, $H=0$ and $\delta H=-\eta I$. For $s<1$ and $\eta>0$ this is not a uniform energy shift, which would be $-\eta S$ and would lower the minimum by exactly $\eta$. Expanding the overlap form gives `hform`:

$$x\cdot Sx=s\,x\cdot x+(1-s)(x_0+x_1)^2\ \ge\ s\,x\cdot x .$$

Also $|x\cdot\delta H\,x|=\eta\,x\cdot x$, so both hypotheses hold and the shift is at most $\eta/s$.

For the reverse inequality, the unperturbed minimum is 0, because every quotient vanishes. The code evaluates the perturbed quotient at $(1,-1)$, where $x\cdot x=2$ and $x\cdot Sx=2s$. The quotient there is $-\eta/s$, so the minimum falls by at least $\eta/s$. The two inequalities give equality.

```lean
#print axioms GeneralisedRayleighMinimum.minEnergy_restrict
-- 'GeneralisedRayleighMinimum.minEnergy_restrict' depends on axioms: [propext, Classical.choice, Quot.sound]
#print axioms GeneralisedRayleighMinimum.minEnergy_eigenvalue
-- 'GeneralisedRayleighMinimum.minEnergy_eigenvalue' depends on axioms: [propext, Classical.choice, Quot.sound]
#print axioms GeneralisedRayleighMinimum.bound_sharp
-- 'GeneralisedRayleighMinimum.bound_sharp' depends on axioms: [propext, Classical.choice, Quot.sound]
```
